# The RPA logarithm as a minimum over trial inverse dielectric matrices

## A symmetric matrix for the screening

The correlation energy in the random-phase approximation (RPA) can be written as an integral over imaginary frequency that contains the logarithm of the determinant of the dielectric matrix. To bound that logarithm with an approximate screening, we first choose which form of the dielectric matrix to use. The product \(v\chi_0\) of the Coulomb interaction \(v\) and the non-interacting density response \(\chi_0\) is in general not symmetric. We therefore take the symmetrised matrix

\[
Q = -v^{1/2}\chi_0(i\omega)\,v^{1/2},
\]

represented in a finite, real, orthonormal basis of \(n\) functions. For the full operators, before the restriction to this basis, the symmetrised form has the same determinant as \(1-v\chi_0\); in a truncated basis the two forms can give different determinants. The dielectric matrix used here is \(I+Q\), and \(Q\) is assumed to be real, symmetric and positive semidefinite.

The positive sign reflects a non-interacting reference state that fills the lowest orbitals. With real spin-orbitals, occupied \(\varphi_i\) and empty \(\varphi_a\), and gaps \(\Delta_{ia}>0\) between their energies, the response gives

\[
Q_{pq}=\sum_{ia}\frac{2\Delta_{ia}}{\Delta_{ia}^2+\omega^2}\,b^{ia}_p b^{ia}_q ,
\]

where \(b^{ia}_p\) is the overlap of basis function \(p\) with \(v^{1/2}\) applied to the product \(\varphi_i\varphi_a\). For a real vector \(u\), the number \(u^TQu\) is a sum of squares with positive weights, so it is not negative.

## Where the logarithm enters the energy

Evaluated in this basis, the correlation energy of the direct RPA, which has no exchange kernel, is

\[
E_c=\frac{1}{2\pi}\int_0^\infty d\omega\,\bigl[\ln\det(I+Q)-\operatorname{tr}Q\bigr].
\]

The results below concern the first term of the integrand, at one frequency and in one finite basis. The main one turns an approximate inverse dielectric matrix, provided that it is symmetric and positive definite, into an upper bound.

## The bounds

Let \(G\) be a real symmetric positive definite matrix, used as a trial for the inverse dielectric matrix. The letter is not a Green's function here. Define

\[
F(G)=\operatorname{tr}\bigl(G(I+Q)\bigr)-\ln\det G-n .
\]

For positive semidefinite \(Q\), the main result is

\[
F(G)\ \ge\ \ln\det(I+Q),\qquad\text{with equality exactly when } G=(I+Q)^{-1}.
\]

A companion result bounds the logarithm from below. Let \(W\) be a positive definite trial for the dielectric matrix itself, not the screened interaction that usually carries this letter. Then

\[
n+\ln\det W-\operatorname{tr}\bigl(W(I+Q)^{-1}\bigr)\ \le\ \ln\det(I+Q),
\]

with equality exactly when \(W=I+Q\). Unlike \(F(G)\), this bound contains the exact inverse of \(I+Q\).

Finally, if \(m\) satisfies \(nm=\operatorname{tr}Q\), then

\[
\ln\det(I+Q)\le n\ln(1+m).
\]

For \(n\ge1\), \(m\) is the mean eigenvalue of \(Q\). For \(n=0\) the condition leaves \(m\) free, and both sides are zero.

## One positive definite matrix

Let \(X\) be positive definite with eigenvalues \(x_i>0\). Its trace is the sum of the \(x_i\) and its determinant is their product, so

\[
\operatorname{tr}X-\ln\det X-n=\sum_i\,(x_i-1-\ln x_i).
\]

The function \(f(x)=x-1-\ln x\) has derivative \(1-1/x\), which is negative for \(0<x<1\) and positive for \(x>1\). Since \(f(1)=0\), we have \(f(x)\ge0\), with equality only at \(x=1\).

The sum is therefore nonnegative. If it vanishes, every term vanishes, so every \(x_i\) equals 1. A symmetric matrix whose eigenvalues are all 1 is \(UIU^T=I\), where \(U\) is the orthogonal matrix of its eigenvectors. Conversely, \(X=I\) gives \(n-0-n=0\).

## Two matrices reduced to one

Write \(M=I+Q\). For \(u\ne0\), \(u^TMu=u^Tu+u^TQu>0\), so \(M\) is positive definite. The product \(GM\) need not be symmetric, so the previous argument cannot be applied to it directly.

Diagonalise \(M=UDU^T\), with the positive eigenvalues of \(M\) on the diagonal of \(D\), and set \(B=D^{1/2}U^T\). Then \(B^TB=UDU^T=M\), and \(B\) is invertible because \((\det B)^2=\det M>0\). Now take

\[
X=BGB^T .
\]

This matrix is symmetric, and \(u^TXu=(B^Tu)^TG(B^Tu)>0\) for \(u\ne0\), so it is positive definite. Its trace and determinant are

\[
\operatorname{tr}X=\operatorname{tr}(GB^TB)=\operatorname{tr}(GM),\qquad
\det X=\det G\,(\det B)^2=\det G\,\det M .
\]

Inserting these into \(\operatorname{tr}X-\ln\det X-n\ge0\) gives

\[
\operatorname{tr}(GM)-\ln\det G-n\ge\ln\det M .
\]

Equality holds exactly when \(X=I\), that is, \(B(GB^T)=I\). For square matrices a right inverse is also a left inverse, so this is equivalent to \((GB^T)B=GM=I\), and hence to \(G=M^{-1}\).

## The lower bound and uniform screening

For the lower bound, use the same inequality with \(M^{-1}\) in place of \(M\) and \(W\) in place of \(G\):

\[
\operatorname{tr}(WM^{-1})-\ln\det W-n\ge\ln\det M^{-1}=-\ln\det M .
\]

Changing the sign of both sides gives the stated bound. Equality requires \(W=(M^{-1})^{-1}=M\).

For the scalar bound with \(n\ge1\), the trace of \(Q\) is nonnegative, so \(m\ge0\) and \(1+m>0\). The trial \(G=(1+m)^{-1}I\), which screens every mode equally, is thus positive definite. It gives

\[
\operatorname{tr}\bigl(G(I+Q)\bigr)=\frac{n+nm}{1+m}=n,\qquad -\ln\det G=n\ln(1+m),
\]

so \(F(G)=n\ln(1+m)\), and the main inequality is the claimed bound.

## Reading the Lean statements

In the code, `n` is the finite type that labels the basis functions, and the number written \(n\) above is `Fintype.card n`. The type may be empty. The other objects correspond as follows.

- `Matrix n n ℝ` is the type of real square matrices in the chosen basis, and `1` is the identity matrix when it stands among them.
- `Q.PosSemidef` and `G.PosDef` include symmetry as well as the sign of the quadratic form. Over the reals the conjugate transpose `ᴴ` is the ordinary transpose.
- `trialFunctional Q G` is \(F(G)\). Its definition accepts any real matrix `G`, but the theorems use it only for positive definite ones.
- `Real.log` is the natural logarithm.

The theorem `rpa_log_variational` takes a positive semidefinite `Q` and a positive definite `G`, and returns the inequality together with the equivalence that identifies the equality case. `rpa_log_dual` has the same shape for `W`. `rpa_log_le_mean_screening` takes the relation between `m` and the trace as the hypothesis `hm` and returns an inequality only.

About `Q` the theorems assume only that it is real, symmetric and positive semidefinite; orbitals, gaps and frequency do not appear. Complex Hermitian dielectric matrices, which arise in general for a crystal in a plane-wave basis, are not covered by these statements. The theorems bound the logarithm of the truncated matrix at one frequency. They say nothing about its convergence as the basis grows, about the frequency integral, or about the error of the RPA itself in a real system.

## The complete Lean file

```lean
import Mathlib

open Matrix

namespace VariationalRPALogarithm

variable {n : Type*} [Fintype n] [DecidableEq n]

/-- The trial functional `tr(G(I+Q)) - ln det G - n` of a trial inverse dielectric matrix `G`,
for positive definite `G`. -/
noncomputable def trialFunctional (Q G : Matrix n n ℝ) : ℝ :=
  (G * (1 + Q)).trace - Real.log G.det - Fintype.card n

/-- For a positive definite matrix `X`, the quantity `tr X - ln det X - n` is the sum of
`x - 1 - ln x` over the eigenvalues `x` of `X`. -/
theorem trace_sub_log_det_eq_sum {X : Matrix n n ℝ} (hX : X.PosDef) :
    X.trace - Real.log X.det - Fintype.card n =
      ∑ i, (hX.isHermitian.eigenvalues i - 1 - Real.log (hX.isHermitian.eigenvalues i)) := by
  have ht : X.trace = ∑ i, hX.isHermitian.eigenvalues i := by
    simpa using hX.isHermitian.trace_eq_sum_eigenvalues
  have hd : X.det = ∏ i, hX.isHermitian.eigenvalues i := by
    simpa using hX.isHermitian.det_eq_prod_eigenvalues
  have hl : Real.log (∏ i, hX.isHermitian.eigenvalues i) =
      ∑ i, Real.log (hX.isHermitian.eigenvalues i) := by
    rw [Real.log_prod]
    intro i _
    exact (hX.eigenvalues_pos i).ne'
  rw [ht, hd, hl, Finset.sum_sub_distrib, Finset.sum_sub_distrib]
  simp only [Finset.sum_const, Finset.card_univ, nsmul_eq_mul, mul_one]
  ring

/-- For a positive definite matrix `X`, the quantity `tr X - ln det X - n` is nonnegative, and it
vanishes exactly when `X` is the identity. -/
theorem trace_sub_log_det_nonneg {X : Matrix n n ℝ} (hX : X.PosDef) :
    0 ≤ X.trace - Real.log X.det - Fintype.card n ∧
      (X.trace - Real.log X.det - Fintype.card n = 0 ↔ X = 1) := by
  have hpos : ∀ i ∈ Finset.univ, 0 ≤ hX.isHermitian.eigenvalues i - 1 -
      Real.log (hX.isHermitian.eigenvalues i) := fun i _ => by
    linarith [Real.log_le_sub_one_of_pos (hX.eigenvalues_pos i)]
  refine ⟨by rw [trace_sub_log_det_eq_sum hX]; exact Finset.sum_nonneg hpos, ?_, ?_⟩
  · intro h
    rw [trace_sub_log_det_eq_sum hX, Finset.sum_eq_zero_iff_of_nonneg hpos] at h
    -- strictness of `ln x < x - 1` away from `x = 1` fixes every eigenvalue
    have h1 : ∀ i, hX.isHermitian.eigenvalues i = 1 := fun i => by
      by_contra hne
      linarith [h i (Finset.mem_univ i),
        Real.log_lt_sub_one_of_pos (hX.eigenvalues_pos i) hne]
    have hD : Matrix.diagonal (RCLike.ofReal ∘ hX.isHermitian.eigenvalues) =
        (1 : Matrix n n ℝ) := by
      rw [← Matrix.diagonal_one]
      congr 1
      ext i
      simp [h1 i]
    have hs := hX.isHermitian.spectral_theorem
    rw [hD, map_one] at hs
    exact hs
  · intro h
    rw [h]
    simp

/-- Every real symmetric positive semidefinite matrix `M` factors as `Bᴴ B`. -/
theorem exists_factor {M : Matrix n n ℝ} (hM : M.PosSemidef) :
    ∃ B : Matrix n n ℝ, M = Bᴴ * B := by
  have h := hM.isHermitian.spectral_theorem
  rw [Unitary.conjStarAlgAut_apply] at h
  have hD : Matrix.diagonal (RCLike.ofReal ∘ hM.isHermitian.eigenvalues) =
      Matrix.diagonal (fun i => √(hM.isHermitian.eigenvalues i)) *
        Matrix.diagonal (fun i => √(hM.isHermitian.eigenvalues i)) := by
    rw [Matrix.diagonal_mul_diagonal]
    congr 1
    ext i
    simp [Real.mul_self_sqrt (hM.eigenvalues_nonneg i)]
  rw [hD] at h
  refine ⟨Matrix.diagonal (fun i => √(hM.isHermitian.eigenvalues i)) *
    star (hM.isHermitian.eigenvectorUnitary : Matrix n n ℝ), h.trans ?_⟩
  simp only [Matrix.conjTranspose_mul, Matrix.star_eq_conjTranspose,
    Matrix.conjTranspose_conjTranspose, Matrix.diagonal_conjTranspose, star_trivial,
    Matrix.mul_assoc]

/-- For positive definite `M` and `G`, `tr(GM) - ln det G - n` is at least `ln det M`, with
equality exactly when `G` is the inverse of `M`. -/
theorem log_det_variational {M G : Matrix n n ℝ} (hM : M.PosDef) (hG : G.PosDef) :
    Real.log M.det ≤ (G * M).trace - Real.log G.det - Fintype.card n ∧
      ((G * M).trace - Real.log G.det - Fintype.card n = Real.log M.det ↔ G = M⁻¹) := by
  obtain ⟨B, hB⟩ := exists_factor hM.posSemidef
  -- the symmetrised product `B G Bᴴ` has the trace and determinant of `G M`
  have ht : (B * G * Bᴴ).trace = (G * M).trace := by
    rw [hB, Matrix.mul_assoc, Matrix.trace_mul_comm, Matrix.mul_assoc]
  have hd : (B * G * Bᴴ).det = G.det * M.det := by
    rw [hB]
    simp only [Matrix.det_mul]
    ring
  have hX : (B * G * Bᴴ).PosDef := by
    rw [(hG.posSemidef.mul_mul_conjTranspose_same B).posDef_iff_isUnit,
      Matrix.isUnit_iff_isUnit_det, hd]
    exact (mul_pos hG.det_pos hM.det_pos).ne'.isUnit
  have hone : B * G * Bᴴ = 1 ↔ G = M⁻¹ := by
    rw [Matrix.mul_assoc, mul_eq_one_comm, Matrix.mul_assoc, ← hB]
    constructor
    · intro h
      exact (Matrix.inv_eq_left_inv h).symm
    · intro h
      rw [h]
      exact Matrix.nonsing_inv_mul M hM.det_pos.ne'.isUnit
  obtain ⟨h0, h1⟩ := trace_sub_log_det_nonneg hX
  rw [ht, hd, Real.log_mul hG.det_pos.ne' hM.det_pos.ne'] at h0 h1
  refine ⟨by linarith, ?_⟩
  rw [← hone, ← h1]
  constructor <;> intro h <;> linarith

/-- Variational RPA logarithm: for positive semidefinite `Q`, every positive definite trial `G`
gives an upper bound to `ln det(I+Q)`, which is exact only at the inverse dielectric matrix
`G = (I+Q)⁻¹`. -/
theorem rpa_log_variational {Q G : Matrix n n ℝ} (hQ : Q.PosSemidef) (hG : G.PosDef) :
    Real.log (1 + Q).det ≤ trialFunctional Q G ∧
      (trialFunctional Q G = Real.log (1 + Q).det ↔ G = (1 + Q)⁻¹) :=
  log_det_variational (Matrix.PosDef.one.add_posSemidef hQ) hG

/-- Dual principle: for positive semidefinite `Q`, every positive definite trial dielectric
matrix `W` gives a lower bound to `ln det(I+Q)`, which is exact only at `W = I+Q`. -/
theorem rpa_log_dual {Q W : Matrix n n ℝ} (hQ : Q.PosSemidef) (hW : W.PosDef) :
    Fintype.card n + Real.log W.det - (W * (1 + Q)⁻¹).trace ≤ Real.log (1 + Q).det ∧
      (Fintype.card n + Real.log W.det - (W * (1 + Q)⁻¹).trace = Real.log (1 + Q).det ↔
        W = 1 + Q) := by
  have hM : (1 + Q).PosDef := Matrix.PosDef.one.add_posSemidef hQ
  -- apply the upper bound to the inverse dielectric matrix
  obtain ⟨h0, h1⟩ := log_det_variational hM.inv hW
  rw [Matrix.det_nonsing_inv, Ring.inverse_eq_inv', Real.log_inv] at h0 h1
  rw [Matrix.nonsing_inv_nonsing_inv _ hM.det_pos.ne'.isUnit] at h1
  refine ⟨by linarith, ?_⟩
  rw [← h1]
  constructor <;> intro h <;> linarith

/-- Scalar screening bound: if the positive semidefinite `n` by `n` matrix `Q` has mean
eigenvalue `m`, that is `n m = tr Q`, then `ln det(I+Q)` is at most `n ln(1+m)`. -/
theorem rpa_log_le_mean_screening {Q : Matrix n n ℝ} (hQ : Q.PosSemidef) {m : ℝ}
    (hm : Fintype.card n * m = Q.trace) :
    Real.log (1 + Q).det ≤ Fintype.card n * Real.log (1 + m) := by
  rcases isEmpty_or_nonempty n with hn | hn
  · simp
  have hc : (0 : ℝ) < Fintype.card n := by exact_mod_cast Fintype.card_pos
  have hm0 : 0 ≤ m := by
    by_contra hneg
    nlinarith [hQ.trace_nonneg, mul_pos hc (neg_pos.mpr (not_le.mp hneg))]
  have hp : 0 < 1 + m := by linarith
  -- the trial matrix is the uniform inverse screening `1/(1+m)`
  have h := (rpa_log_variational hQ
    ((Matrix.PosDef.one (n := n) (R := ℝ)).smul (inv_pos.mpr hp))).1
  have ht : (((1 + m)⁻¹ • (1 : Matrix n n ℝ)) * (1 + Q)).trace = Fintype.card n := by
    rw [Matrix.smul_mul, Matrix.one_mul, Matrix.trace_smul, Matrix.trace_add,
      Matrix.trace_one, ← hm, smul_eq_mul, inv_mul_eq_iff_eq_mul₀ hp.ne']
    ring
  rw [trialFunctional, ht, Matrix.det_smul, Matrix.det_one, mul_one, Real.log_pow,
    Real.log_inv] at h
  linarith

end VariationalRPALogarithm
```

```lean
#print axioms VariationalRPALogarithm.rpa_log_variational
-- 'VariationalRPALogarithm.rpa_log_variational' depends on axioms: [propext, Classical.choice, Quot.sound]
#print axioms VariationalRPALogarithm.rpa_log_dual
-- 'VariationalRPALogarithm.rpa_log_dual' depends on axioms: [propext, Classical.choice, Quot.sound]
#print axioms VariationalRPALogarithm.rpa_log_le_mean_screening
-- 'VariationalRPALogarithm.rpa_log_le_mean_screening' depends on axioms: [propext, Classical.choice, Quot.sound]
```

## From eigenvalues to the identity matrix

`trace_sub_log_det_eq_sum` is the eigenvalue formula for one matrix. The facts `ht` and `hd` express the trace as a sum and the determinant as a product of eigenvalues. `hl` turns the logarithm of the product into a sum of logarithms, for which Lean asks that no factor be zero; positive definiteness supplies this.

`trace_sub_log_det_nonneg` adds the sign and the equality case. The fact `hpos` is \(f(x)\ge0\) for each eigenvalue, taken from Mathlib's inequality \(\ln x\le x-1\) instead of from the derivative. When the sum vanishes, `Finset.sum_eq_zero_iff_of_nonneg` makes every term vanish, and the strict inequality for \(x\ne1\) then forces each eigenvalue to be 1. The spectral theorem rebuilds the matrix from its diagonal form, which is now the identity.

## The factor and the symmetrised product

`exists_factor` constructs \(B=D^{1/2}U^T\) from the spectral theorem. It is stated for positive semidefinite matrices, since the square roots need only nonnegative eigenvalues.

`log_det_variational` contains the reduction from two matrices to one. Its facts `ht` and `hd` are the trace and determinant of \(BGB^T\). Positive definiteness, in `hX`, is reached by a slightly different route from the derivation above: the product is positive semidefinite for any \(B\), and a positive semidefinite matrix with nonzero determinant is positive definite. The fact `hone` translates \(BGB^T=I\) into \(G=M^{-1}\), with `mul_eq_one_comm` exchanging the right inverse for the left one. The one-matrix result is then applied, `Real.log_mul` splits \(\ln(\det G\det M)\), and `linarith` rearranges the terms.

This theorem holds for every positive definite \(M\). In `rpa_log_variational` the assumption on `Q` serves only to make \(I+Q\) positive definite, after which the general theorem gives the result at once.

## The two consequences in Lean

`rpa_log_dual` applies `log_det_variational` to the inverse of \(I+Q\), which is positive definite by `hM.inv`. The rewriting that follows replaces the logarithm of the inverse determinant by \(-\ln\det(I+Q)\), and the double inverse by \(I+Q\) in the equality case.

`rpa_log_le_mean_screening` first settles the empty index type, where `simp` reduces both sides to zero. Otherwise `hm0` derives \(m\ge0\) by contradiction: a negative \(m\) would make the trace of \(Q\) negative. The main theorem is then used with the uniform trial matrix, `ht` evaluates the trace term as \(n\), and the determinant of a multiple of the identity supplies \(n\ln(1+m)\).
